# Andreev reflection from two overlapping Majorana modes with one coupled to a lead: zero only at zero energy

The energy E is real and measured from the Fermi level. The real number e is the overlap energy of the two modes, and the real number w is the coupling of the first mode to a lead. Indices start at 0, as in Lean: modes 0 and 1, channel 0 for electrons, channel 1 for holes. S₁₀ is thus the amplitude for an incoming electron to return as a hole, often written S₂₁.

```lean
import Mathlib

open Matrix

namespace MajoranaJunction

noncomputable section
```

This loads the mathematical library Mathlib and its matrix notation, in which `ᴴ` is the Hermitian conjugate †.

## The junction and its scattering matrix

```lean
/-- Hamiltonian of two Majorana modes with overlap energy `e`. -/
def hamiltonian (e : ℝ) : Matrix (Fin 2) (Fin 2) ℂ :=
  !![0, Complex.I * e; -(Complex.I * e), 0]
```

The type says that real `e` gives a 2×2 complex matrix,

H = [[0, ie], [−ie, 0]].

It is Hermitian, with levels at ±e.

```lean
/-- Coupling of the modes (rows) to the electron and hole channels of a lead (columns):
only the first mode is coupled, with amplitude `w` to each channel. -/
def coupling (w : ℝ) : Matrix (Fin 2) (Fin 2) ℂ :=
  !![(w : ℂ), (w : ℂ); 0, 0]
```

Rows are modes and columns are channels:

W = [[w, w], [0, 0]].

The equal entries express that a Majorana mode is half electron and half hole. The zeros say that mode 1 is too far away to touch the lead.

```lean
/-- The inverse Green matrix `E - H + i W W† / 2` of the modes in contact with the lead. -/
def inverseGreen (E e w : ℝ) : Matrix (Fin 2) (Fin 2) ℂ :=
  (E : ℂ) • 1 - hamiltonian e + (Complex.I / 2) • (coupling w * (coupling w)ᴴ)
```

Call this matrix M = E − H + iWW†/2. The last term is the broadening by the lead, assumed independent of energy.

```lean
/-- The scattering matrix `S = 1 - i W† G W`, with `G` the inverse of `E - H + i W W† / 2`; where
that matrix is singular, Lean takes `G = 0`, so that `S = 1`. -/
def scattering (E e w : ℝ) : Matrix (Fin 2) (Fin 2) ℂ :=
  1 - Complex.I • ((coupling w)ᴴ * (inverseGreen E e w)⁻¹ * coupling w)
```

With G = M⁻¹, the scattering matrix is S = 1 − iW†GW. This formula is taken as the definition and is not derived from a microscopic junction. In this normalisation w² is an energy.

```lean
/-- The complex number with real part `E² - e²` and imaginary part `w² E`. -/
def resonanceDenom (E e w : ℝ) : ℂ := ⟨E ^ 2 - e ^ 2, w ^ 2 * E⟩
```

The pair in angle brackets lists real and imaginary parts, so D = (E² − e²) + iw²E.

## The denominator and the matrix M

```lean
lemma resonanceDenom_eq (E e w : ℝ) :
    resonanceDenom E e w = (E : ℂ) ^ 2 - (e : ℂ) ^ 2 + (w : ℂ) ^ 2 * E * Complex.I := by
  simp [resonanceDenom, Complex.mk_eq_add_mul_I]
```

This lemma restates D as an ordinary sum, the form needed for algebra.

```lean
lemma norm_resonanceDenom_sq (E e w : ℝ) :
    ‖resonanceDenom E e w‖ ^ 2 = (E ^ 2 - e ^ 2) ^ 2 + w ^ 4 * E ^ 2 := by
  rw [Complex.sq_norm, Complex.normSq_apply]
  simp only [resonanceDenom]
  ring
```

The squared modulus is the sum of the squares of the two parts:

|D|² = (E² − e²)² + w⁴E².

```lean
/-- The inverse Green matrix written out: the lead adds `i w²` to the entry of the first mode. -/
theorem inverseGreen_eq (E e w : ℝ) :
    inverseGreen E e w =
      !![(E : ℂ) + Complex.I * (w : ℂ) ^ 2, -(Complex.I * e); Complex.I * e, (E : ℂ)] := by
  ext i j
  fin_cases i <;> fin_cases j <;>
    simp [inverseGreen, hamiltonian, coupling, Matrix.vecMul, dotProduct, Fin.sum_univ_two]
  ring
```

By hand, WW† = [[2w², 0], [0, 0]], so the lead adds iw² to one entry only:

M = [[E + iw², −ie], [ie, E]].

The proof compares entries: `ext i j` and `fin_cases` produce the four cases, and `simp` and `ring` do the arithmetic.

```lean
/-- The determinant of the inverse Green matrix is `E² - e² + i w² E`. -/
theorem det_inverseGreen (E e w : ℝ) :
    (inverseGreen E e w).det = resonanceDenom E e w := by
  rw [inverseGreen_eq, Matrix.det_fin_two_of, resonanceDenom_eq]
  linear_combination (e : ℂ) ^ 2 * Complex.I_sq
```

The determinant is

det M = (E + iw²)E − (−ie)(ie) = E² − e² + iw²E = D.

The `linear_combination` step supplies i² = −1.

```lean
/-- For nonzero overlap and nonzero lead coupling, `E² - e² + i w² E` vanishes at no real
energy. -/
theorem resonanceDenom_ne_zero (E : ℝ) {e w : ℝ} (he : e ≠ 0) (hw : w ≠ 0) :
    resonanceDenom E e w ≠ 0 := by
  intro h
  have hre : E ^ 2 - e ^ 2 = 0 := congrArg Complex.re h
  have him : w ^ 2 * E = 0 := congrArg Complex.im h
  -- the imaginary part forces zero energy, the real part then forces zero overlap
  have hE : E = 0 := (mul_eq_zero.mp him).resolve_left (pow_ne_zero 2 hw)
  apply pow_ne_zero 2 he
  rw [hE] at hre
  linarith
```

The hypotheses `he` and `hw` say that e and w are nonzero; positive values are a special case. If D = 0, its imaginary part gives w²E = 0, hence E = 0. The real part then gives e² = 0, a contradiction. The Lean proof takes the same two steps.

## From G to the reflection probabilities

```lean
/-- Where `E² - e² + i w² E` is nonzero, the Green matrix is the explicit matrix given here. -/
theorem inverseGreen_mul_green {E e w : ℝ} (h : resonanceDenom E e w ≠ 0) :
    inverseGreen E e w * ((resonanceDenom E e w)⁻¹ •
      !![(E : ℂ), Complex.I * e; -(Complex.I * e), (E : ℂ) + Complex.I * (w : ℂ) ^ 2]) = 1 := by
  have hM : inverseGreen E e w *
      !![(E : ℂ), Complex.I * e; -(Complex.I * e), (E : ℂ) + Complex.I * (w : ℂ) ^ 2] =
      !![resonanceDenom E e w, 0; 0, resonanceDenom E e w] := by
    rw [inverseGreen_eq, Matrix.mul_fin_two, resonanceDenom_eq]
    congr 1
    ext i j
    fin_cases i <;> fin_cases j
    · change ((E : ℂ) + Complex.I * (w : ℂ) ^ 2) * E + -(Complex.I * e) * -(Complex.I * e) =
        (E : ℂ) ^ 2 - (e : ℂ) ^ 2 + (w : ℂ) ^ 2 * E * Complex.I
      linear_combination (e : ℂ) ^ 2 * Complex.I_sq
    · change ((E : ℂ) + Complex.I * (w : ℂ) ^ 2) * (Complex.I * e) +
        -(Complex.I * e) * ((E : ℂ) + Complex.I * (w : ℂ) ^ 2) = 0
      ring
    · change Complex.I * e * (E : ℂ) + (E : ℂ) * -(Complex.I * e) = 0
      ring
    · change Complex.I * e * (Complex.I * e) + (E : ℂ) * ((E : ℂ) + Complex.I * (w : ℂ) ^ 2) =
        (E : ℂ) ^ 2 - (e : ℂ) ^ 2 + (w : ℂ) ^ 2 * E * Complex.I
      linear_combination (e : ℂ) ^ 2 * Complex.I_sq
  rw [Matrix.mul_smul, hM]
  ext i j
  fin_cases i <;> fin_cases j <;> simp [h]
```

The candidate for the inverse is

G = (1/D) [[E, ie], [−ie, E + iw²]].

Multiplying M by the bracketed matrix gives, on the diagonal,

(E + iw²)E + (−ie)(−ie) = D,
(ie)(ie) + E(E + iw²) = D,

and off the diagonal

(E + iw²)(ie) − ie(E + iw²) = 0,
ieE − Eie = 0.

The four bullets in the proof are these four lines, and division by D ≠ 0 finishes it.

```lean
/-- Where `D = E² - e² + i w² E` is nonzero, the scattering matrix has diagonal entries
`(E² - e²) / D` and off-diagonal entries `-i w² E / D`. -/
theorem scattering_eq {E e w : ℝ} (h : resonanceDenom E e w ≠ 0) :
    scattering E e w = (resonanceDenom E e w)⁻¹ •
      !![((E ^ 2 - e ^ 2 : ℝ) : ℂ), -(Complex.I * (w : ℂ) ^ 2 * E);
         -(Complex.I * (w : ℂ) ^ 2 * E), ((E ^ 2 - e ^ 2 : ℝ) : ℂ)] := by
  have hp := resonanceDenom_eq E e w
  have key := inv_mul_cancel₀ h
  rw [scattering, Matrix.inv_eq_right_inv (inverseGreen_mul_green h)]
  ext i j
  fin_cases i <;> fin_cases j <;>
    simp [coupling, Matrix.mul_apply, Fin.sum_univ_two]
  · linear_combination (resonanceDenom E e w)⁻¹ * hp - key
  · ring
  · ring
  · linear_combination (resonanceDenom E e w)⁻¹ * hp - key
```

Only mode 0 meets the lead, so every entry of W†GW equals w²G₀₀ = w²E/D. Therefore

S₀₀ = S₁₁ = 1 − iw²E/D = (E² − e²)/D,
S₀₁ = S₁₀ = −iw²E/D.

`Matrix.inv_eq_right_inv` replaces the abstract inverse by the explicit G; the rest is done entry by entry.

A wrong turn is close by here: taking G₀₀ to be 1/(E + iw²), the inverse of the diagonal entry of M. That discards mode 1, and with it the zero of S₁₀ at E = 0.

```lean
/-- Probabilities of normal reflection (electron to electron) and of Andreev reflection
(electron to hole), wherever `E² - e² + i w² E` is nonzero. -/
theorem reflection_probabilities {E e w : ℝ} (h : resonanceDenom E e w ≠ 0) :
    ‖scattering E e w 0 0‖ ^ 2 =
        (E ^ 2 - e ^ 2) ^ 2 / ((E ^ 2 - e ^ 2) ^ 2 + w ^ 4 * E ^ 2) ∧
      ‖scattering E e w 1 0‖ ^ 2 =
        w ^ 4 * E ^ 2 / ((E ^ 2 - e ^ 2) ^ 2 + w ^ 4 * E ^ 2) := by
  rw [scattering_eq h]
  constructor
  · change ‖(resonanceDenom E e w)⁻¹ * ((E ^ 2 - e ^ 2 : ℝ) : ℂ)‖ ^ 2 = _
    rw [norm_mul, mul_pow, norm_inv, inv_pow, norm_resonanceDenom_sq, Complex.norm_real,
      Real.norm_eq_abs, sq_abs, div_eq_mul_inv, mul_comm]
  · change ‖(resonanceDenom E e w)⁻¹ * -(Complex.I * (w : ℂ) ^ 2 * E)‖ ^ 2 = _
    rw [norm_mul, mul_pow, norm_inv, inv_pow, norm_resonanceDenom_sq, norm_neg, norm_mul,
      norm_mul, norm_pow, Complex.norm_I, Complex.norm_real, Complex.norm_real,
      Real.norm_eq_abs, Real.norm_eq_abs, sq_abs, mul_pow, sq_abs, div_eq_mul_inv]
    ring
```

The symbol `∧` means "and". Squaring moduli gives

|S₀₀|² = (E² − e²)²/|D|²,
|S₁₀|² = w⁴E²/|D|².

The two fractions add up to 1, as they should with one electron and one hole channel. The proof splits the norm of each product into factors and inserts |D|² from the earlier lemma.

## The zero at E = 0 and the peaks at ±e

```lean
/-- Two Majorana modes with nonzero overlap `e` and nonzero lead coupling `w`: at every real
energy `E - H + i W W† / 2` is invertible, the Andreev reflection probability is
`w⁴E² / ((E² - e²)² + w⁴E²)`, and the Andreev amplitude vanishes exactly at `E = 0`. -/
theorem andreev_reflection (E : ℝ) {e w : ℝ} (he : e ≠ 0) (hw : w ≠ 0) :
    IsUnit (inverseGreen E e w) ∧
      ‖scattering E e w 1 0‖ ^ 2 =
        w ^ 4 * E ^ 2 / ((E ^ 2 - e ^ 2) ^ 2 + w ^ 4 * E ^ 2) ∧
      (scattering E e w 1 0 = 0 ↔ E = 0) := by
  have h := resonanceDenom_ne_zero E he hw
  refine ⟨?_, (reflection_probabilities h).2, ?_⟩
  · rw [Matrix.isUnit_iff_isUnit_det, det_inverseGreen]
    exact isUnit_iff_ne_zero.mpr h
  · rw [scattering_eq h]
    change (resonanceDenom E e w)⁻¹ * -(Complex.I * (w : ℂ) ^ 2 * E) = 0 ↔ E = 0
    simp [h, hw]
```

For every real E and nonzero e and w, the theorem states three things: M is invertible (`IsUnit`), |S₁₀|² has the form above, and S₁₀ = 0 if and only if E = 0. The first holds because det M = D ≠ 0. The third holds because −iw²E/D can vanish only through its factor E.

For a single-channel lead at zero temperature, the differential conductance at bias V is (2q²/h)|S₁₀|² with E = qV, where q is the elementary charge and h is Planck's constant. In this non-interacting two-mode model, overlap therefore turns the zero-bias peak of an isolated Majorana mode into a zero.

```lean
/-- For nonzero overlap and nonzero lead coupling, Andreev reflection is perfect exactly when
`E² = e²`. -/
theorem perfect_andreev_iff (E : ℝ) {e w : ℝ} (he : e ≠ 0) (hw : w ≠ 0) :
    ‖scattering E e w 1 0‖ ^ 2 = 1 ↔ E ^ 2 = e ^ 2 := by
  have h := resonanceDenom_ne_zero E he hw
  have hd : (E ^ 2 - e ^ 2) ^ 2 + w ^ 4 * E ^ 2 ≠ 0 := by
    rw [← norm_resonanceDenom_sq]
    exact pow_ne_zero 2 (norm_ne_zero_iff.mpr h)
  rw [(reflection_probabilities h).2, div_eq_iff hd, one_mul]
  constructor
  · intro h1
    have h2 : (E ^ 2 - e ^ 2) ^ 2 = 0 := by linarith
    exact sub_eq_zero.mp (pow_eq_zero_iff (two_ne_zero)|>.mp h2)
  · intro h1
    rw [h1]
    ring
```

Perfect Andreev reflection means w⁴E² = (E² − e²)² + w⁴E², which is the same as (E² − e²)² = 0, or E = ±e. The proof clears the nonzero denominator with `div_eq_iff` and then treats the two directions separately.

```lean
/-- Without overlap, the Andreev reflection probability at nonzero energy is the Lorentzian
`w⁴ / (E² + w⁴)`. -/
theorem andreev_without_overlap {E : ℝ} (w : ℝ) (hE : E ≠ 0) :
    ‖scattering E 0 w 1 0‖ ^ 2 = w ^ 4 / (E ^ 2 + w ^ 4) := by
  have h : resonanceDenom E 0 w ≠ 0 := by
    intro h0
    have hre : E ^ 2 - (0 : ℝ) ^ 2 = 0 := congrArg Complex.re h0
    apply pow_ne_zero 2 hE
    linarith
  -- a common factor `E²` cancels
  have hd : (E ^ 2 - (0 : ℝ) ^ 2) ^ 2 + w ^ 4 * E ^ 2 = (E ^ 2 + w ^ 4) * E ^ 2 := by ring
  rw [(reflection_probabilities h).2, hd, mul_div_mul_right _ _ (pow_ne_zero 2 hE)]

end

end MajoranaJunction
```

For e = 0 the denominator is |D|² = E²(E² + w⁴). Cancelling E² leaves

|S₁₀|² = w⁴/(E² + w⁴).

With e = 0, mode 1 is coupled to nothing and M is singular at E = 0, the energy that `hE` excludes. Lean's inverse is the zero matrix there by convention, so the definition gives S = 1. For w ≠ 0 this is not the physical answer: mode 0 alone gives perfect Andreev reflection. For w ≠ 0 the Lorentzian tends to 1 as E → 0, whereas any nonzero overlap gives 0 at E = 0, so the order of the limits e → 0 and E → 0 matters.

Numerically, the same S can be obtained by solving the linear system MX = W at each energy and setting S = 1 − iW†X. With e = 0, an energy grid that contains E = 0 meets the singular matrix; with a nonzero e that is small compared with w², a coarse grid can miss the dip around E = 0, whose half-width is about e²/w².

```lean
#print axioms MajoranaJunction.andreev_reflection
#print axioms MajoranaJunction.perfect_andreev_iff
#print axioms MajoranaJunction.andreev_without_overlap
```

```
'MajoranaJunction.andreev_reflection' depends on axioms: [propext, Classical.choice, Quot.sound]
'MajoranaJunction.perfect_andreev_iff' depends on axioms: [propext, Classical.choice, Quot.sound]
'MajoranaJunction.andreev_without_overlap' depends on axioms: [propext, Classical.choice, Quot.sound]
```
